# Fourier truncation is the adjoint of zero-padding and carries gradients back to the coarse grid

A plane-wave calculation may pad an orbital to a denser FFT grid, evaluate an energy there, and truncate the resulting gradient back to the coarse grid. Here the gradient on each grid is defined by the inner product averaged over its points, so partial derivatives are multiplied by the number of points. For one-dimensional grids with an odd number of coarse points, the file below proves that truncation then yields the gradient with respect to the coarse values, provided the energy is differentiable at the padded orbital. With unscaled partial derivatives a constant factor appears, given in the last section.

```lean
import Mathlib

open Complex ComplexConjugate
open scoped Real

namespace FFTGridTransfer

noncomputable section

/-- The plane wave with integer index `k`, sampled at the points `j / L` of the `L`-point grid. -/
def wave (L : ℕ) (k : ℤ) (j : Fin L) : ℂ :=
  exp (2 * π * I * (k * ((j : ℕ) : ℂ) / L))

/-- The inner product averaged over the points of a grid with `L > 0` points. -/
def gridInner {L : ℕ} (f g : Fin L → ℂ) : ℂ := (∑ j, conj (f j) * g j) / L

/-- The retained Fourier modes, `|k| ≤ n`. -/
abbrev modes (n : ℕ) : Finset ℤ := Finset.Icc (-(n : ℤ)) n

/-- Fourier transfer between grids: read off the coefficients of the modes `|k| ≤ n` on the
`L`-grid and sum the same modes on the `L'`-grid. -/
def transfer (n L L' : ℕ) : (Fin L → ℂ) →ₗ[ℂ] (Fin L' → ℂ) where
  toFun f x := ∑ k ∈ modes n, gridInner (wave L k) f * wave L' k x
  map_add' f g := by
    ext x
    simp only [gridInner, Pi.add_apply, mul_add, Finset.sum_add_distrib, add_div, add_mul]
  map_smul' c f := by
    ext x
    simp only [gridInner, Pi.smul_apply, smul_eq_mul, RingHom.id_apply, Finset.mul_sum,
      Finset.sum_mul, Finset.sum_div]
    exact Finset.sum_congr rfl fun k _ => Finset.sum_congr rfl fun j _ => by ring

/-- Zero-padding `P` from the grid with `2n+1` points to the grid with `M` points. -/
abbrev zeroPad (n M : ℕ) := transfer n (2 * n + 1) M

/-- Truncation `R` from the grid with `M` points to the grid with `2n+1` points. -/
abbrev truncate (n M : ℕ) := transfer n M (2 * n + 1)

/-- The gradient of a real functional of a complex grid function, at a point where the functional is
differentiable: partial derivatives along the real and imaginary parts at each point, multiplied by
the number of points. -/
def gridGradient {L : ℕ} (E : (Fin L → ℂ) → ℝ) (u : Fin L → ℂ) : Fin L → ℂ := fun j =>
  L * ((fderiv ℝ E u (Pi.single j 1) : ℂ) + (fderiv ℝ E u (Pi.single j I) : ℂ) * I)

/-- The phases `exp (2πi d j / L)` sum to `L` if `L` divides `d`, and cancel otherwise. -/
theorem phase_sum {L : ℕ} (hL : 0 < L) (d : ℤ) :
    ∑ i ∈ Finset.range L, exp (2 * π * I * (d * (i : ℂ) / L)) =
      if (L : ℤ) ∣ d then (L : ℂ) else 0 := by
  have hL0 : (L : ℂ) ≠ 0 := Nat.cast_ne_zero.mpr hL.ne'
  have hpow : ∀ i : ℕ, exp (2 * π * I * (d * (i : ℂ) / L)) =
      exp (2 * π * I * (d / L)) ^ i := by
    intro i
    rw [← Complex.exp_nat_mul]
    congr 1
    ring
  by_cases hd : (L : ℤ) ∣ d
  · obtain ⟨m, rfl⟩ := hd
    have h1 : exp (2 * π * I * (((L : ℤ) * m : ℤ) / L)) = 1 := by
      refine Complex.exp_eq_one_iff.mpr ⟨m, ?_⟩
      push_cast
      rw [mul_div_cancel_left₀ _ hL0]
      ring
    simp only [hpow, h1, one_pow]
    simp
  · rw [if_neg hd, Finset.sum_congr rfl fun i _ => hpow i]
    have hz : exp (2 * π * I * (d / L)) ≠ 1 := by
      intro h
      obtain ⟨m, hm⟩ := Complex.exp_eq_one_iff.mp h
      rw [mul_comm (m : ℂ)] at hm
      have h2 := mul_left_cancel₀ Complex.two_pi_I_ne_zero hm
      rw [div_eq_iff hL0] at h2
      refine hd ⟨m, ?_⟩
      rw [mul_comm]
      exact_mod_cast h2
    have hL1 : exp (2 * π * I * (d / L)) ^ L = 1 := by
      rw [← hpow L]
      refine Complex.exp_eq_one_iff.mpr ⟨d, ?_⟩
      rw [mul_div_cancel_right₀ _ hL0]
      ring
    have hg := mul_neg_geom_sum (exp (2 * π * I * (d / L))) L
    rw [hL1, sub_self] at hg
    exact (mul_eq_zero.mp hg).resolve_left (sub_ne_zero.mpr hz.symm)

/-- The product of a conjugated plane wave and a plane wave is a single phase. -/
theorem wave_overlap {L : ℕ} (k q : ℤ) (j x : Fin L) :
    conj (wave L k j) * wave L q x =
      exp (2 * π * I * ((q * ((x : ℕ) : ℂ) - k * ((j : ℕ) : ℂ)) / L)) := by
  unfold wave
  rw [← Complex.exp_conj, ← Complex.exp_add]
  congr 1
  simp only [map_mul, map_div₀, Complex.conj_I, Complex.conj_ofReal, map_natCast, map_intCast,
    map_ofNat]
  ring

/-- Aliasing: on the `L`-grid two plane waves have overlap one if their indices agree modulo `L`,
and are orthogonal otherwise. -/
theorem wave_aliasing {L : ℕ} (hL : 0 < L) (k q : ℤ) :
    gridInner (wave L k) (wave L q) = if (L : ℤ) ∣ q - k then 1 else 0 := by
  have hL0 : (L : ℂ) ≠ 0 := Nat.cast_ne_zero.mpr hL.ne'
  have h := phase_sum hL (q - k)
  rw [Finset.sum_range] at h
  have hs : ∑ j, conj (wave L k j) * wave L q j =
      if (L : ℤ) ∣ q - k then (L : ℂ) else 0 := by
    rw [← h]
    refine Finset.sum_congr rfl fun j _ => ?_
    rw [wave_overlap]
    congr 1
    push_cast
    ring
  rw [gridInner, hs]
  split_ifs
  · exact div_self hL0
  · exact zero_div _

/-- Completeness: on a grid with `N = 2n+1` points the modes `|k| ≤ n` reproduce every grid
function. -/
theorem transfer_self {n N : ℕ} (hN : N = 2 * n + 1) (f : Fin N → ℂ) :
    transfer n N N f = f := by
  have hN0 : (N : ℂ) ≠ 0 := Nat.cast_ne_zero.mpr (by omega)
  have hcomp : ∀ j x : Fin N, ∑ k ∈ modes n, conj (wave N k j) * wave N k x =
      if j = x then (N : ℂ) else 0 := by
    intro j x
    -- shift the modes to 0, ..., N-1 and use the phase sum
    have hs : ∑ k ∈ modes n, conj (wave N k j) * wave N k x =
        ∑ i ∈ Finset.range N,
          exp (2 * π * I * (-(n : ℂ) * (((x : ℕ) : ℂ) - ((j : ℕ) : ℂ)) / N)) *
          exp (2 * π * I * (((((x : ℕ) : ℤ) - ((j : ℕ) : ℤ) : ℤ) : ℂ) * (i : ℂ) / N)) := by
      symm
      refine Finset.sum_nbij' (fun i : ℕ => (i : ℤ) - n) (fun k : ℤ => (k + n).toNat)
        ?_ ?_ ?_ ?_ ?_
      · intro i hi
        have := Finset.mem_range.mp hi
        refine Finset.mem_Icc.mpr ?_
        show -(n : ℤ) ≤ (i : ℤ) - n ∧ (i : ℤ) - n ≤ n
        omega
      · intro k hk
        have := Finset.mem_Icc.mp hk
        refine Finset.mem_range.mpr ?_
        show (k + n).toNat < N
        omega
      · intro i _
        show ((i : ℤ) - n + n).toNat = i
        omega
      · intro k hk
        have := Finset.mem_Icc.mp hk
        show (((k + n).toNat : ℕ) : ℤ) - n = k
        omega
      · intro i _
        show _ = conj (wave N ((i : ℤ) - n) j) * wave N ((i : ℤ) - n) x
        rw [wave_overlap, ← Complex.exp_add]
        congr 1
        push_cast
        ring
    rw [hs, ← Finset.mul_sum, phase_sum (by omega)]
    by_cases hjx : j = x
    · subst hjx
      simp
    · have hne : (x : ℕ) ≠ (j : ℕ) := fun e => hjx (Fin.ext e.symm)
      have hx := x.isLt
      have hj := j.isLt
      rw [if_neg hjx, if_neg, mul_zero]
      intro hd
      have := Int.eq_zero_of_abs_lt_dvd hd (abs_lt.mpr ⟨by omega, by omega⟩)
      omega
  ext x
  calc transfer n N N f x
      = ∑ k ∈ modes n, gridInner (wave N k) f * wave N k x := rfl
    _ = ∑ j, f j * (∑ k ∈ modes n, conj (wave N k j) * wave N k x) / N := by
        simp only [gridInner, Finset.sum_mul, Finset.mul_sum, Finset.sum_div]
        rw [Finset.sum_comm]
        exact Finset.sum_congr rfl fun j _ => Finset.sum_congr rfl fun k _ => by ring
    _ = f x := by
        simp only [hcomp]
        rw [Finset.sum_eq_single x]
        · rw [if_pos rfl, mul_div_cancel_right₀ _ hN0]
        · intro j _ hj
          rw [if_neg hj, mul_zero, zero_div]
        · intro h
          exact absurd (Finset.mem_univ x) h

/-- The overlap with a transferred function is a sum over the retained modes. -/
theorem gridInner_transfer (n : ℕ) {L L' : ℕ} (h : Fin L' → ℂ) (f : Fin L → ℂ) :
    gridInner h (transfer n L L' f) =
      ∑ k ∈ modes n, gridInner (wave L k) f * gridInner h (wave L' k) := by
  change (∑ j, conj (h j) * ∑ k ∈ modes n, gridInner (wave L k) f * wave L' k j) / (L' : ℂ) =
    ∑ k ∈ modes n, gridInner (wave L k) f * ((∑ j, conj (h j) * wave L' k j) / (L' : ℂ))
  simp only [Finset.mul_sum, Finset.sum_div]
  rw [Finset.sum_comm]
  exact Finset.sum_congr rfl fun k _ => Finset.sum_congr rfl fun j _ => by ring

/-- Transfer from the `L`-grid to the `L'`-grid is adjoint to transfer back; with `L = 2n+1` and
`L' = M` this is `⟨P f, g⟩ = ⟨f, R g⟩`. -/
theorem transfer_adjoint (n L L' : ℕ) (f : Fin L → ℂ) (g : Fin L' → ℂ) :
    gridInner (transfer n L L' f) g = gridInner f (transfer n L' L g) := by
  have hc : ∀ {K : ℕ} (u v : Fin K → ℂ), conj (gridInner u v) = gridInner v u := by
    intro K u v
    simp [gridInner, mul_comm]
  rw [← hc g (transfer n L L' f), gridInner_transfer, gridInner_transfer, map_sum]
  refine Finset.sum_congr rfl fun k _ => ?_
  rw [map_mul, hc, hc, mul_comm]

/-- Padding followed by truncation is the identity, `R P = 1`, exactly when the `M`-grid has at
least `2n+1` points. -/
theorem truncate_zeroPad_iff (n M : ℕ) :
    truncate n M ∘ₗ zeroPad n M = LinearMap.id ↔ 2 * n + 1 ≤ M := by
  constructor
  · intro h
    have hinj : Function.Injective (zeroPad n M) :=
      Function.LeftInverse.injective (g := truncate n M) fun f => LinearMap.congr_fun h f
    have hdim := LinearMap.finrank_le_finrank_of_injective hinj
    simpa using hdim
  · intro h
    refine LinearMap.ext fun f => Eq.trans (funext fun x => ?_) (transfer_self rfl f)
    change ∑ k ∈ modes n, gridInner (wave M k) (transfer n (2 * n + 1) M f) *
        wave (2 * n + 1) k x =
      ∑ k ∈ modes n, gridInner (wave (2 * n + 1) k) f * wave (2 * n + 1) k x
    refine Finset.sum_congr rfl fun k hk => ?_
    -- no two retained modes alias on the M-grid
    rw [gridInner_transfer, Finset.sum_eq_single k]
    · rw [wave_aliasing (by omega), if_pos (by simp), mul_one]
    · intro q hq hqk
      have h1 := Finset.mem_Icc.mp hk
      have h2 := Finset.mem_Icc.mp hq
      rw [wave_aliasing (by omega), if_neg, mul_zero]
      intro hd
      have := Int.eq_zero_of_abs_lt_dvd hd (abs_lt.mpr ⟨by omega, by omega⟩)
      omega
    · intro hk'
      exact absurd hk hk'

/-- For `2n+1 ≤ M` the map `P R` is an orthogonal projector on the `M`-grid: it is idempotent,
self-adjoint, and its range is the range of `P`. -/
theorem zeroPad_truncate_projector {n M : ℕ} (h : 2 * n + 1 ≤ M) :
    (zeroPad n M ∘ₗ truncate n M) ∘ₗ (zeroPad n M ∘ₗ truncate n M) =
        zeroPad n M ∘ₗ truncate n M ∧
      (∀ f g : Fin M → ℂ, gridInner (zeroPad n M (truncate n M f)) g =
        gridInner f (zeroPad n M (truncate n M g))) ∧
      LinearMap.range (zeroPad n M ∘ₗ truncate n M) = LinearMap.range (zeroPad n M) := by
  have hRP : ∀ f, truncate n M (zeroPad n M f) = f := fun f =>
    LinearMap.congr_fun ((truncate_zeroPad_iff n M).mpr h) f
  refine ⟨LinearMap.ext fun g => congrArg (zeroPad n M) (hRP _), fun f g =>
    (transfer_adjoint _ _ _ _ _).trans (transfer_adjoint _ _ _ _ _), le_antisymm ?_ ?_⟩
  · exact LinearMap.range_comp_le_range _ _
  · rintro _ ⟨f, rfl⟩
    exact ⟨zeroPad n M f, congrArg (zeroPad n M) (hRP f)⟩

/-- Where a functional is differentiable, its derivative along `h` is the real part of the averaged
inner product of its grid gradient with `h`. -/
theorem fderiv_eq_gridInner {L : ℕ} (E : (Fin L → ℂ) → ℝ) (u h : Fin L → ℂ) :
    fderiv ℝ E u h = (gridInner (gridGradient E u) h).re := by
  have hh : h = ∑ j, ((h j).re • (Pi.single j (1 : ℂ) : Fin L → ℂ) +
      (h j).im • (Pi.single j I : Fin L → ℂ)) := by
    ext x
    rw [Finset.sum_apply, Finset.sum_eq_single x]
    · simp
    · intro j _ hj
      simp [hj.symm]
    · intro hx
      exact absurd (Finset.mem_univ x) hx
  conv_lhs => rw [hh]
  simp only [map_sum, map_add, map_smul, smul_eq_mul]
  rw [gridInner, Finset.sum_div, Complex.re_sum]
  refine Finset.sum_congr rfl fun j _ => ?_
  have hL : (L : ℂ) ≠ 0 := Nat.cast_ne_zero.mpr (by have := j.isLt; omega)
  have e : conj (gridGradient E u j) * h j / L =
      ((fderiv ℝ E u (Pi.single j 1) : ℂ) - (fderiv ℝ E u (Pi.single j I) : ℂ) * I) * h j := by
    rw [div_eq_iff hL]
    simp only [gridGradient, map_mul, map_add, map_natCast, Complex.conj_ofReal, Complex.conj_I]
    ring
  rw [e]
  simp only [Complex.mul_re, Complex.mul_im, Complex.sub_re, Complex.sub_im, Complex.ofReal_re,
    Complex.ofReal_im, Complex.I_re, Complex.I_im]
  ring

/-- If `E` is differentiable at `P f`, the gradient of `f ↦ E (P f)` on the coarse grid is the
truncation `R` of the gradient of `E` on the `M`-grid. -/
theorem gradient_zeroPad (n M : ℕ) (E : (Fin M → ℂ) → ℝ) (f : Fin (2 * n + 1) → ℂ)
    (hE : DifferentiableAt ℝ E (zeroPad n M f)) :
    gridGradient (fun v => E (zeroPad n M v)) f =
      truncate n M (gridGradient E (zeroPad n M f)) := by
  have hP : HasFDerivAt (fun v => zeroPad n M v)
      (LinearMap.toContinuousLinearMap ((zeroPad n M).restrictScalars ℝ)) f :=
    (LinearMap.toContinuousLinearMap ((zeroPad n M).restrictScalars ℝ)).hasFDerivAt
  -- chain rule, then move P to the other side of the inner product
  have key : ∀ h, fderiv ℝ (fun v => E (zeroPad n M v)) f h =
      (gridInner (truncate n M (gridGradient E (zeroPad n M f))) h).re := by
    intro h
    have hc : fderiv ℝ (fun v => E (zeroPad n M v)) f = _ :=
      (hE.hasFDerivAt.comp f hP).fderiv
    rw [hc]
    change fderiv ℝ E (zeroPad n M f) (zeroPad n M h) = _
    rw [fderiv_eq_gridInner]
    exact congrArg Complex.re (transfer_adjoint n M (2 * n + 1) _ _).symm
  generalize truncate n M (gridGradient E (zeroPad n M f)) = a at key ⊢
  ext j
  have hN : ((2 * n + 1 : ℕ) : ℂ) ≠ 0 := Nat.cast_ne_zero.mpr (by omega)
  have hs : ∀ c : ℂ, (gridInner a (Pi.single j c)).re =
      ((a j).re * c.re + (a j).im * c.im) / ((2 * n + 1 : ℕ) : ℝ) := by
    intro c
    rw [gridInner, Finset.sum_eq_single j, Complex.div_natCast_re]
    · simp
    · intro i _ hi
      simp [hi]
    · intro hj
      exact absurd (Finset.mem_univ j) hj
  refine Eq.trans ?_ (Complex.re_add_im (a j))
  simp only [gridGradient, key, hs, Complex.one_re, Complex.one_im, Complex.I_re, Complex.I_im,
    mul_one, mul_zero, add_zero, zero_add, Complex.ofReal_div, Complex.ofReal_natCast]
  rw [div_mul_eq_mul_div, ← add_div, ← mul_div_assoc, mul_div_cancel_left₀ _ hN]

end

end FFTGridTransfer
```

```lean
#print axioms FFTGridTransfer.zeroPad_truncate_projector
#print axioms FFTGridTransfer.gradient_zeroPad
```

```
'FFTGridTransfer.zeroPad_truncate_projector' depends on axioms: [propext, Classical.choice, Quot.sound]
'FFTGridTransfer.gradient_zeroPad' depends on axioms: [propext, Classical.choice, Quot.sound]
```

## Two grids and one transfer map

A function on $L$ equally spaced points of a periodic cell is a vector `Fin L → ℂ`. With $I$ the imaginary unit, `wave` and `gridInner` are

$$w_k^L(j)=e^{2\pi I kj/L},\qquad \langle f,g\rangle_L=\frac1L\sum_{j=0}^{L-1}\overline{f(j)}\,g(j).$$

The map `transfer` reads the coefficients with $|k|\le n$ on one grid and sums the same modes on another:

$$f\mapsto\sum_{|k|\le n}\langle w_k^L,f\rangle_L\,w_k^{L'}.$$

Let $N=2n+1$. Then $P$ (`zeroPad`) is the transfer from $N$ to $M$ points, and $R$ (`truncate`) is the transfer back. The theorems say:

- $\langle Pf,g\rangle_M=\langle f,Rg\rangle_N$ for every $M$ (`transfer_adjoint`).
- $RP=1$ exactly when $N\le M$ (`truncate_zeroPad_iff`).
- If $N\le M$, then $PR$ is idempotent and self-adjoint, and has the same range as $P$ (`zeroPad_truncate_projector`).
- If $E$ is real-differentiable at $Pf$, the gradient of $f\mapsto E(Pf)$ is $R$ applied to the gradient of $E$ at $Pf$ (`gradient_zeroPad`).

For $0<M<N$ the name "padding" no longer fits, because some retained modes coincide on the $M$-grid. The first and last statements still hold.

The energy is real, so it is differentiated along real and imaginary parts separately. For $u_j=a_j+Ib_j$, `gridGradient` is

$$(\nabla E)_j=L\left(\frac{\partial E}{\partial a_j}+I\frac{\partial E}{\partial b_j}\right).$$

The factor $L$ matches the averaged inner product.

The odd coarse grid has no unpaired Nyquist mode; even coarse grids are not treated. Nor are rounding errors, or the difference between an energy evaluated on the $M$-grid and its continuum value.

## Aliasing decides when $RP=1$

For an integer $d$, put $\zeta=e^{2\pi I d/L}$. If $L$ divides $d$, then $\zeta=1$ and $\sum_{i=0}^{L-1}\zeta^i=L$. Otherwise $\zeta\ne1$ but $\zeta^L=1$, so

$$(1-\zeta)\sum_{i=0}^{L-1}\zeta^i=1-\zeta^L=0,$$

and the sum vanishes. This is `phase_sum`. With $d=q-k$ it gives `wave_aliasing`: $\langle w_k^L,w_q^L\rangle_L$ is 1 if $k$ and $q$ agree modulo $L$, and 0 otherwise.

The same sum, taken over modes, gives completeness on the coarse grid. Substituting $k=i-n$,

$$\sum_{|k|\le n}\overline{w_k^N(j)}\,w_k^N(x)
=e^{-2\pi I n(x-j)/N}\sum_{i=0}^{N-1}e^{2\pi I(x-j)i/N}=N\delta_{jx},$$

because $|x-j|<N$. Therefore

$$\sum_{|k|\le n}\langle w_k^N,f\rangle_N\,w_k^N(x)=\frac1N\sum_j f(j)\,N\delta_{jx}=f(x).$$

In `transfer_self`, `Finset.sum_nbij'` carries out the shift of modes, and `Finset.sum_comm` exchanges the sums over modes and points.

Now suppose $N\le M$. The coefficient that $R$ reads from $Pf$ is

$$\langle w_k^M,Pf\rangle_M=\sum_{|q|\le n}\langle w_q^N,f\rangle_N\,\langle w_k^M,w_q^M\rangle_M.$$

Since $|q-k|\le2n<M$, only $q=k$ survives. The coefficients are unchanged, and completeness gives $RPf=f$. Conversely, $RP=1$ makes $P$ injective from $\mathbb C^N$ to $\mathbb C^M$, which forces $N\le M$. Lean makes this dimension count with `LinearMap.finrank_le_finrank_of_injective`.

## Moving $P$ across the inner product

Expanding $Pf$ in modes, with the conjugate falling on its coefficients, gives

$$\langle Pf,g\rangle_M=\sum_{|k|\le n}\overline{\langle w_k^N,f\rangle_N}\,\langle w_k^M,g\rangle_M
=\sum_{|k|\le n}\langle f,w_k^N\rangle_N\,\langle w_k^M,g\rangle_M=\langle f,Rg\rangle_N.$$

The lemma `gridInner_transfer` supplies the expansion on both sides. No orthogonality is used, which is why $M$ is unrestricted.

The projector properties follow for $N\le M$. First, $(PR)(PR)=P(RP)R=PR$. Using adjointness twice, $\langle PRf,g\rangle_M=\langle Rf,Rg\rangle_N=\langle f,PRg\rangle_M$. Finally, $PR(Pf)=Pf$, so every vector in the range of $P$ is also in the range of $PR$; the reverse inclusion is immediate.

For the gradient, write a displacement $h$ in its real and imaginary components. Linearity of the derivative gives

$$dE_u[h]=\sum_j\left(\frac{\partial E}{\partial a_j}\operatorname{Re}h_j+\frac{\partial E}{\partial b_j}\operatorname{Im}h_j\right)=\operatorname{Re}\langle\nabla E(u),h\rangle_L,$$

which is `fderiv_eq_gridInner`. Set $F(f)=E(Pf)$ and $G=\nabla E(Pf)$. Since $P$ is linear, the chain rule and adjointness give

$$dF_f[h]=dE_{Pf}[Ph]=\operatorname{Re}\langle G,Ph\rangle_M=\operatorname{Re}\langle RG,h\rangle_N.$$

This is `key` in the Lean proof. Let $e_j$ be 1 at point $j$ and 0 elsewhere. Taking $h=e_j$ and $h=Ie_j$ gives the partial derivatives $\operatorname{Re}(RG)_j/N$ and $\operatorname{Im}(RG)_j/N$. Multiplying by $N$ and combining them yields $(\nabla F)_j=(RG)_j$.

In electronic structure, a differentiable orbital-dependent energy term evaluated on a denser grid thus has a consistent coarse-grid gradient, within this one-dimensional setting with an odd coarse grid.

## Plain sums bring in a factor $M/N$

The inner product could also have been modelled as a plain sum over points, with the gradient built from partial derivatives without the factor $L$. For $M>0$, the adjoint of $P$ would then be $(M/N)R$, and the same factor would appear in the gradient rule. The identity $RP=1$ and the projector property of $PR$ for $N\le M$ would be unaffected. For unscaled derivatives, the coarse-grid gradient is therefore $(M/N)R$, with $R$ as defined above, applied to the gradient on the $M$-grid.
